# An occupation matrix averaged over a finite symmetry group is invariant under that group

A finite group G acts on an n-dimensional complex space through matrices U(g) that respect the group product; they need not be unitary. The symmetrized occupation matrix is the average over G of U(g⁻¹) ρ U(g), where ρ is any complex n × n matrix, with no condition of hermiticity or normalisation. The theorem says that for every h in G, multiplying this average by U(h⁻¹) on the left and U(h) on the right gives the same average back. The proof carries the two outer factors inside the sum, sets aside the common prefactor 1/|G|, and relabels the sum by g ↦ gh, which leaves the summands to be matched one by one.

Lean 4 with Mathlib refuses this proof:

```lean
import Mathlib

open Matrix

namespace AugmentationSymmetry

noncomputable section

variable {G X n : Type*} [Group G] [Fintype G] [MulAction G X] [Fintype n] [DecidableEq n]

/-- The symmetrized occupation matrix: the group average of `U(g)⁻¹ ρ U(g)`. -/
def symOcc (U : G →* Matrix n n ℂ) (ρ : Matrix n n ℂ) : Matrix n n ℂ :=
  (Fintype.card G : ℂ)⁻¹ • ∑ g : G, U g⁻¹ * ρ * U g

/-- Rotating the symmetrized occupations by any group element leaves them unchanged. -/
theorem symOcc_conj (U : G →* Matrix n n ℂ) (ρ : Matrix n n ℂ) (h : G) :
    U h⁻¹ * symOcc U ρ * U h = symOcc U ρ := by
  unfold symOcc
  rw [Matrix.mul_smul, Matrix.smul_mul, Finset.mul_sum, Finset.sum_mul]
  congr 1
  -- relabel the group sum by g ↦ g h
  exact Fintype.sum_equiv (Equiv.mulRight h) _ _ (fun g => by
    simp only [Equiv.coe_mulRight, mul_inv_rev, map_mul, mul_assoc])

end

end AugmentationSymmetry
```

Messages:

```
Main.lean:23:35: error: Ambiguous term
  mul_inv_rev
Possible interpretations:
  _root_.mul_inv_rev : ∀ (a b : ?m.103), (a * b)⁻¹ = b⁻¹ * a⁻¹
  
  Matrix.mul_inv_rev : ∀ (A B : Matrix ?m.103 ?m.103 ?m.104), (A * B)⁻¹ = B⁻¹ * A⁻¹
Main.lean:22:59: error: unsolved goals
G : Type u_1
n : Type u_3
inst✝³ : Group G
inst✝² : Fintype G
inst✝¹ : Fintype n
inst✝ : DecidableEq n
U : G →* Matrix n n ℂ
ρ : Matrix n n ℂ
h g : G
⊢ U h⁻¹ * (U g⁻¹ * (ρ * (U g * U h))) = U (g * h)⁻¹ * (ρ * (U g * U h))
```

Cause. The first message says that `mul_inv_rev` is ambiguous. Because of `open Matrix`, the short name can mean either the general lemma `_root_.mul_inv_rev` or `Matrix.mul_inv_rev`, which concerns inverses of matrices, and Lean does not choose between them here.

The second message shows what is left without that lemma. The right side still contains `U (g * h)⁻¹`, which is U applied to the group element (gh)⁻¹, while the left side has the separate factors `U h⁻¹` and `U g⁻¹`. `map_mul` can't split the right-hand term, since its argument is the inverse of a product and not itself a product.

The inverse is taken in G, so the general lemma is the one needed. Writing `_root_.mul_inv_rev` selects it, and (gh)⁻¹ becomes h⁻¹g⁻¹. `map_mul` then splits U of this product into two factors, `mul_assoc` brackets both sides alike, and the goal closes. This one change cures both errors.

Fix (accepted with no message):

```diff
@@ -21,5 +21,5 @@
   -- relabel the group sum by g ↦ g h
   exact Fintype.sum_equiv (Equiv.mulRight h) _ _ (fun g => by
-    simp only [Equiv.coe_mulRight, mul_inv_rev, map_mul, mul_assoc])
+    simp only [Equiv.coe_mulRight, _root_.mul_inv_rev, map_mul, mul_assoc])
 
 end
```
